# Squeezed vacuum: quadrature variances $e^{\mp2r}/2$ and mean occupation $\sinh^2 r$

Take a bosonic mode with mutually adjoint $a,b$ and $ab-ba=1$. If a unit vector $w$ satisfies $aw=0$, then $x=(a+b)/\sqrt2$ and $p=(a-b)/(i\sqrt2)$ both have second moment $1/2$. If instead $(a\cosh r+b\sinh r)w=0$ for real $r$, I expect $\langle x^2\rangle=e^{-2r}/2$, $\langle p^2\rangle=e^{2r}/2$ and $\langle ba\rangle=\sinh^2r$. Can this be made rigorous and machine-checked?

## The same vacuum in transformed operators

Yes. Set $c=a\cosh r+b\sinh r$ and $d=b\cosh r+a\sinh r$. They are mutually adjoint, and $cd-dc=\cosh^2r-\sinh^2r=1$.

Since $cw=0$, $\langle w,dv\rangle=\langle cw,v\rangle=0$ for every $v$. Hence $\langle cc\rangle=\langle dd\rangle=\langle dc\rangle=0$ and $\langle cd\rangle=1$. Adding and subtracting the definitions gives $c+d=e^r(a+b)$ and $c-d=e^{-r}(a-b)$, so
$$e^{2r}\langle x^2\rangle=\tfrac12\langle(c+d)^2\rangle=\tfrac12,\qquad e^{-2r}\langle p^2\rangle=-\tfrac12\langle(c-d)^2\rangle=\tfrac12.$$
Inverting, $a=c\cosh r-d\sinh r$ and $b=d\cosh r-c\sinh r$. In $\langle ba\rangle$ only $\sinh^2r\,\langle cd\rangle$ survives.

```lean
import Mathlib

open scoped InnerProductSpace ComplexConjugate Polynomial

namespace SqueezedVacuum

noncomputable section

section General

variable {V : Type*} [NormedAddCommGroup V] [InnerProductSpace ℂ V]

/-- A pair of mutually adjoint linear operators `a`, `b` obeying the canonical commutation
relation `ab - ba = 1`. -/
structure IsLadderPair (a b : Module.End ℂ V) : Prop where
  adj : ∀ u v : V, ⟪a u, v⟫_ℂ = ⟪u, b v⟫_ℂ
  ccr : a * b - b * a = 1

/-- The Bogoliubov combination `a cosh r + b sinh r`. -/
def bogoliubov (a b : Module.End ℂ V) (r : ℝ) : Module.End ℂ V :=
  (Real.cosh r : ℂ) • a + (Real.sinh r : ℂ) • b

/-- The position quadrature `x = (a + b)/√2`. -/
def posQ (a b : Module.End ℂ V) : Module.End ℂ V :=
  ((Real.sqrt 2 : ℝ) : ℂ)⁻¹ • (a + b)

/-- The momentum quadrature `p = (a - b)/(i√2)`. -/
def momQ (a b : Module.End ℂ V) : Module.End ℂ V :=
  (Complex.I * ((Real.sqrt 2 : ℝ) : ℂ))⁻¹ • (a - b)

/-- The expectation value `⟨w, A w⟩` of the operator `A` in the vector `w`. -/
def expval (w : V) (A : Module.End ℂ V) : ℂ := ⟪w, A w⟫_ℂ

/-- In a ladder pair `a` is also the adjoint of `b`: `⟨b u, v⟩ = ⟨u, a v⟩`. -/
theorem IsLadderPair.adj_symm {a b : Module.End ℂ V} (h : IsLadderPair a b) (u v : V) :
    ⟪b u, v⟫_ℂ = ⟪u, a v⟫_ℂ := by
  rw [← inner_conj_symm (b u) v, ← h.adj, inner_conj_symm]

/-- The operators `a cosh r + b sinh r` and `b cosh r + a sinh r` are again mutually adjoint
and obey the canonical commutation relation. -/
theorem IsLadderPair.transform {a b : Module.End ℂ V} (h : IsLadderPair a b) (r : ℝ) :
    IsLadderPair (bogoliubov a b r) (bogoliubov b a r) := by
  constructor
  · intro u v
    simp only [bogoliubov, LinearMap.add_apply, LinearMap.smul_apply, inner_add_left,
      inner_add_right, inner_smul_left, inner_smul_right, Complex.conj_ofReal, h.adj, h.adj_symm]
  · have hab : a * b = b * a + 1 := by
      rw [← h.ccr]
      abel
    -- the commutator is cosh² r - sinh² r = 1
    have hcs : (Real.cosh r : ℂ) ^ 2 - (Real.sinh r : ℂ) ^ 2 = 1 := by
      rw [← Complex.ofReal_pow, ← Complex.ofReal_pow, ← Complex.ofReal_sub,
        Real.cosh_sq_sub_sinh_sq, Complex.ofReal_one]
    simp only [bogoliubov, add_mul, mul_add, smul_mul_assoc, mul_smul_comm, hab]
    linear_combination (norm := module) hcs • (1 : Module.End ℂ V)

/-- Two successive Bogoliubov transformations add their parameters, and the parameter zero
leaves `a` unchanged. -/
theorem bogoliubov_comp (a b : Module.End ℂ V) :
    (∀ r s : ℝ, bogoliubov (bogoliubov a b s) (bogoliubov b a s) r = bogoliubov a b (r + s)) ∧
      bogoliubov a b 0 = a := by
  constructor
  · intro r s
    simp only [bogoliubov, Real.cosh_add, Real.sinh_add, Complex.ofReal_add, Complex.ofReal_mul]
    module
  · simp [bogoliubov]

/-- The quadratures of the transformed pair are `exp(r) x` and `exp(-r) p`. -/
theorem quadrature_scaling (a b : Module.End ℂ V) (r : ℝ) :
    posQ (bogoliubov a b r) (bogoliubov b a r) = (Real.exp r : ℂ) • posQ a b ∧
      momQ (bogoliubov a b r) (bogoliubov b a r) = (Real.exp (-r) : ℂ) • momQ a b := by
  have h1 : (Real.exp r : ℂ) = (Real.cosh r : ℂ) + (Real.sinh r : ℂ) := by
    rw [← Complex.ofReal_add, Real.cosh_add_sinh]
  have h2 : (Real.exp (-r) : ℂ) = (Real.cosh r : ℂ) - (Real.sinh r : ℂ) := by
    rw [← Complex.ofReal_sub, Real.cosh_sub_sinh]
  constructor
  · rw [h1]
    simp only [posQ, bogoliubov]
    module
  · rw [h2]
    simp only [momQ, bogoliubov]
    module

/-- The squared quadratures are `x² = (a + b)²/2` and `p² = -(a - b)²/2`. -/
theorem quadrature_sq (a b : Module.End ℂ V) :
    posQ a b * posQ a b = (1 / 2 : ℂ) • ((a + b) * (a + b)) ∧
      momQ a b * momQ a b = (-(1 / 2) : ℂ) • ((a - b) * (a - b)) := by
  have hs : ((Real.sqrt 2 : ℝ) : ℂ) * ((Real.sqrt 2 : ℝ) : ℂ) = 2 := by
    rw [← Complex.ofReal_mul, Real.mul_self_sqrt (by norm_num)]
    norm_num
  have hi : Complex.I * ((Real.sqrt 2 : ℝ) : ℂ) * (Complex.I * ((Real.sqrt 2 : ℝ) : ℂ)) = -2 := by
    linear_combination
      (((Real.sqrt 2 : ℝ) : ℂ) * ((Real.sqrt 2 : ℝ) : ℂ)) * Complex.I_mul_I - hs
  have hk : ((Real.sqrt 2 : ℝ) : ℂ)⁻¹ * ((Real.sqrt 2 : ℝ) : ℂ)⁻¹ = 1 / 2 := by
    rw [← mul_inv, hs]
    norm_num
  have hk' : (Complex.I * ((Real.sqrt 2 : ℝ) : ℂ))⁻¹ * (Complex.I * ((Real.sqrt 2 : ℝ) : ℂ))⁻¹
      = -(1 / 2) := by
    rw [← mul_inv, hi]
    norm_num
  constructor
  · unfold posQ
    rw [smul_mul_assoc, mul_smul_comm, smul_smul, hk]
  · unfold momQ
    rw [smul_mul_assoc, mul_smul_comm, smul_smul, hk']

/-- For a ladder pair `c`, `d` and a unit vector with `c w = 0`, the expectation values of
`c`, `d`, `cc`, `dd`, `dc` vanish and that of `cd` equals one. -/
theorem vacuum_moments {c d : Module.End ℂ V} (h : IsLadderPair c d) {w : V} (hw : ‖w‖ = 1)
    (hc : c w = 0) :
    expval w c = 0 ∧ expval w d = 0 ∧ expval w (c * c) = 0 ∧ expval w (d * d) = 0 ∧
      expval w (d * c) = 0 ∧ expval w (c * d) = 1 := by
  have hww : ⟪w, w⟫_ℂ = 1 := by
    rw [inner_self_eq_norm_sq_to_K, hw]
    simp
  -- d acting to the left on w is c, which kills it
  have hd : ∀ v : V, ⟪w, d v⟫_ℂ = 0 := fun v => by
    rw [← h.adj, hc, inner_zero_left]
  have hcd : c (d w) = w := by
    have := LinearMap.congr_fun h.ccr w
    simpa [hc] using this
  refine ⟨?_, hd w, ?_, hd (d w), hd (c w), ?_⟩
  · simp [expval, hc]
  · simp [expval, hc]
  · simp only [expval, Module.End.mul_apply, hcd, hww]

/-- For a ladder pair `a`, `b` and a unit vector `w` with `(a cosh r + b sinh r) w = 0`:
`⟨x²⟩ = exp(-2r)/2`, `⟨p²⟩ = exp(2r)/2` and `⟨ba⟩ = sinh² r`. -/
theorem squeezed_vacuum_moments {a b : Module.End ℂ V} (h : IsLadderPair a b) (r : ℝ) {w : V}
    (hw : ‖w‖ = 1) (hsq : bogoliubov a b r w = 0) :
    expval w (posQ a b * posQ a b) = (Real.exp (-2 * r) : ℂ) / 2 ∧
      expval w (momQ a b * momQ a b) = (Real.exp (2 * r) : ℂ) / 2 ∧
      expval w (b * a) = (Real.sinh r : ℂ) ^ 2 := by
  obtain ⟨c, hc⟩ : ∃ c, bogoliubov a b r = c := ⟨_, rfl⟩
  obtain ⟨d, hd⟩ : ∃ d, bogoliubov b a r = d := ⟨_, rfl⟩
  have hpair : IsLadderPair c d := by
    rw [← hc, ← hd]
    exact h.transform r
  have hcw : c w = 0 := by
    rw [← hc]
    exact hsq
  obtain ⟨-, -, h1, h2, h3, h4⟩ := vacuum_moments hpair hw hcw
  simp only [expval, Module.End.mul_apply] at h1 h2 h3 h4
  obtain ⟨hx, hp⟩ := quadrature_scaling a b r
  rw [hc, hd] at hx hp
  have hsm : ∀ (k : ℂ) (A : Module.End ℂ V), expval w (k • A) = k * expval w A := fun k A => by
    simp only [expval, LinearMap.smul_apply, inner_smul_right]
  -- the quadratures of the transformed pair both have second moment 1/2
  have vx : expval w (posQ c d * posQ c d) = 1 / 2 := by
    rw [(quadrature_sq c d).1]
    simp only [expval, Module.End.mul_apply, LinearMap.smul_apply, LinearMap.add_apply, map_add,
      inner_add_right, inner_smul_right, h1, h2, h3, h4]
    ring
  have vp : expval w (momQ c d * momQ c d) = 1 / 2 := by
    rw [(quadrature_sq c d).2]
    simp only [expval, Module.End.mul_apply, LinearMap.smul_apply, LinearMap.sub_apply, map_sub,
      inner_sub_right, inner_smul_right, h1, h2, h3, h4]
    ring
  rw [hx, smul_mul_assoc, mul_smul_comm, smul_smul, hsm] at vx
  rw [hp, smul_mul_assoc, mul_smul_comm, smul_smul, hsm] at vp
  have e1 : (Real.exp (-2 * r) : ℂ) * (Real.exp r : ℂ) * (Real.exp r : ℂ) = 1 := by
    rw [← Complex.ofReal_mul, ← Complex.ofReal_mul, ← Real.exp_add, ← Real.exp_add,
      show -2 * r + r + r = 0 by ring, Real.exp_zero, Complex.ofReal_one]
  have e2 : (Real.exp (2 * r) : ℂ) * (Real.exp (-r) : ℂ) * (Real.exp (-r) : ℂ) = 1 := by
    rw [← Complex.ofReal_mul, ← Complex.ofReal_mul, ← Real.exp_add, ← Real.exp_add,
      show 2 * r + -r + -r = 0 by ring, Real.exp_zero, Complex.ofReal_one]
  -- the inverse transformation expresses a and b through c and d
  have ha : bogoliubov c d (-r) = a := by
    rw [← hc, ← hd, (bogoliubov_comp a b).1, neg_add_cancel, (bogoliubov_comp a b).2]
  have hb : bogoliubov d c (-r) = b := by
    rw [← hc, ← hd, (bogoliubov_comp b a).1, neg_add_cancel, (bogoliubov_comp b a).2]
  refine ⟨?_, ?_, ?_⟩
  · linear_combination (Real.exp (-2 * r) : ℂ) * vx - expval w (posQ a b * posQ a b) * e1
  · linear_combination (Real.exp (2 * r) : ℂ) * vp - expval w (momQ a b * momQ a b) * e2
  · rw [← ha, ← hb]
    simp only [bogoliubov, Real.cosh_neg, Real.sinh_neg, Complex.ofReal_neg, expval,
      Module.End.mul_apply, LinearMap.smul_apply, LinearMap.add_apply, map_add, map_smul,
      inner_add_right, inner_smul_right, h1, h2, h3, h4]
    ring

/-- For a ladder pair `a`, `b` and a unit vector `w` with `(a cosh r + b sinh r) w = 0`:
`⟨x⟩ = ⟨p⟩ = 0`, `⟨aa⟩ = -sinh r cosh r` and `⟨xp + px⟩ = 0`. -/
theorem squeezed_vacuum_correlations {a b : Module.End ℂ V} (h : IsLadderPair a b) (r : ℝ)
    {w : V} (hw : ‖w‖ = 1) (hsq : bogoliubov a b r w = 0) :
    expval w (posQ a b) = 0 ∧ expval w (momQ a b) = 0 ∧
      expval w (a * a) = -((Real.sinh r : ℂ) * (Real.cosh r : ℂ)) ∧
      expval w (posQ a b * momQ a b + momQ a b * posQ a b) = 0 := by
  obtain ⟨c, hc⟩ : ∃ c, bogoliubov a b r = c := ⟨_, rfl⟩
  obtain ⟨d, hd⟩ : ∃ d, bogoliubov b a r = d := ⟨_, rfl⟩
  have hpair : IsLadderPair c d := by
    rw [← hc, ← hd]
    exact h.transform r
  have hcw : c w = 0 := by
    rw [← hc]
    exact hsq
  obtain ⟨m1, m2, h1, h2, h3, h4⟩ := vacuum_moments hpair hw hcw
  simp only [expval, Module.End.mul_apply] at m1 m2 h1 h2 h3 h4
  have ha : bogoliubov c d (-r) = a := by
    rw [← hc, ← hd, (bogoliubov_comp a b).1, neg_add_cancel, (bogoliubov_comp a b).2]
  have hb : bogoliubov d c (-r) = b := by
    rw [← hc, ← hd, (bogoliubov_comp b a).1, neg_add_cancel, (bogoliubov_comp b a).2]
  -- expand everything in moments of c and d
  rw [← ha, ← hb]
  refine ⟨?_, ?_, ?_, ?_⟩ <;>
    simp only [posQ, momQ, bogoliubov, Real.cosh_neg, Real.sinh_neg, Complex.ofReal_neg, expval,
      Module.End.mul_apply, LinearMap.smul_apply, LinearMap.add_apply, LinearMap.sub_apply,
      map_add, map_sub, map_smul, inner_add_right, inner_sub_right, inner_smul_right,
      m1, m2, h1, h2, h3, h4] <;>
    ring

/-- For a ladder pair `a`, `b`, a unit vector is annihilated by `a cosh r + b sinh r` if and
only if `⟨x²⟩ = exp(-2r)/2` and `⟨p²⟩ = exp(2r)/2`. -/
theorem squeezed_vacuum_iff {a b : Module.End ℂ V} (h : IsLadderPair a b) (r : ℝ) {w : V}
    (hw : ‖w‖ = 1) :
    bogoliubov a b r w = 0 ↔
      expval w (posQ a b * posQ a b) = (Real.exp (-2 * r) : ℂ) / 2 ∧
        expval w (momQ a b * momQ a b) = (Real.exp (2 * r) : ℂ) / 2 := by
  constructor
  · intro hsq
    obtain ⟨g1, g2, -⟩ := squeezed_vacuum_moments h r hw hsq
    exact ⟨g1, g2⟩
  · rintro ⟨g1, g2⟩
    obtain ⟨c, hc⟩ : ∃ c, bogoliubov a b r = c := ⟨_, rfl⟩
    obtain ⟨d, hd⟩ : ∃ d, bogoliubov b a r = d := ⟨_, rfl⟩
    have hpair : IsLadderPair c d := by
      rw [← hc, ← hd]
      exact h.transform r
    obtain ⟨hx, hp⟩ := quadrature_scaling a b r
    rw [hc, hd] at hx hp
    have hsm : ∀ (k : ℂ) (A : Module.End ℂ V), expval w (k • A) = k * expval w A :=
      fun k A => by simp only [expval, LinearMap.smul_apply, inner_smul_right]
    have e1 : (Real.exp (-2 * r) : ℂ) * (Real.exp r : ℂ) * (Real.exp r : ℂ) = 1 := by
      rw [← Complex.ofReal_mul, ← Complex.ofReal_mul, ← Real.exp_add, ← Real.exp_add,
        show -2 * r + r + r = 0 by ring, Real.exp_zero, Complex.ofReal_one]
    have e2 : (Real.exp (2 * r) : ℂ) * (Real.exp (-r) : ℂ) * (Real.exp (-r) : ℂ) = 1 := by
      rw [← Complex.ofReal_mul, ← Complex.ofReal_mul, ← Real.exp_add, ← Real.exp_add,
        show 2 * r + -r + -r = 0 by ring, Real.exp_zero, Complex.ofReal_one]
    have vx : expval w (posQ c d * posQ c d) = 1 / 2 := by
      rw [hx, smul_mul_assoc, mul_smul_comm, smul_smul, hsm, g1]
      linear_combination (1 / 2) * e1
    have vp : expval w (momQ c d * momQ c d) = 1 / 2 := by
      rw [hp, smul_mul_assoc, mul_smul_comm, smul_smul, hsm, g2]
      linear_combination (1 / 2) * e2
    rw [(quadrature_sq c d).1] at vx
    rw [(quadrature_sq c d).2] at vp
    simp only [expval, Module.End.mul_apply, LinearMap.smul_apply, LinearMap.add_apply,
      LinearMap.sub_apply, map_add, map_sub, inner_add_right, inner_sub_right,
      inner_smul_right] at vx vp
    have hww : ⟪w, w⟫_ℂ = 1 := by
      rw [inner_self_eq_norm_sq_to_K, hw]
      simp
    have hM : ⟪w, c (d w)⟫_ℂ = ⟪w, d (c w)⟫_ℂ + 1 := by
      have := LinearMap.congr_fun hpair.ccr w
      simp only [LinearMap.sub_apply, Module.End.mul_apply, Module.End.one_apply] at this
      rw [sub_eq_iff_eq_add'.mp this, inner_add_right, hww]
    -- the two second moments force ⟨dc⟩ = ‖c w‖² = 0
    have hN : ⟪w, d (c w)⟫_ℂ = 0 := by
      linear_combination (1 / 2) * vx + (1 / 2) * vp - (1 / 2) * hM
    rw [hc]
    exact (inner_self_eq_zero (𝕜 := ℂ)).mp ((hpair.adj w (c w)).trans hN)

end General

/-- The Bargmann form `∑ n! conj(p_n) q_n` of two complex polynomials. -/
def bargmann (p q : ℂ[X]) : ℂ :=
  ∑ n ∈ p.support, (n.factorial : ℂ) * (conj (p.coeff n) * q.coeff n)

/-- The lowering operator `d/dz` on complex polynomials. -/
def lower : Module.End ℂ ℂ[X] := Polynomial.derivative

/-- The raising operator, multiplication by `z`, on complex polynomials. -/
def raise : Module.End ℂ ℂ[X] := LinearMap.mulLeft ℂ (Polynomial.X : ℂ[X])

/-- The Bargmann form may be summed over any finite set of degrees containing those that occur
in the first polynomial. -/
theorem bargmann_eq_sum (p q : ℂ[X]) (s : Finset ℕ) (hs : p.support ⊆ s) :
    bargmann p q = ∑ n ∈ s, (n.factorial : ℂ) * (conj (p.coeff n) * q.coeff n) := by
  refine Finset.sum_subset hs fun n _ hn => ?_
  have h0 : p.coeff n = 0 := by
    by_contra hne
    exact hn (Polynomial.mem_support_iff.mpr hne)
  simp [h0]

/-- For the Bargmann form, `d/dz` is adjoint to multiplication by `z`, their commutator is the
identity, and the constant polynomial one is normalised. -/
theorem bargmann_ladder :
    (∀ u v : ℂ[X], bargmann (Polynomial.derivative u) v = bargmann u (Polynomial.X * v)) ∧
      (∀ u : ℂ[X], Polynomial.derivative (Polynomial.X * u)
        - Polynomial.X * Polynomial.derivative u = u) ∧
      bargmann 1 1 = 1 := by
  refine ⟨fun u v => ?_, fun u => ?_, ?_⟩
  · have s1 : (Polynomial.derivative u).support ⊆ Finset.range u.natDegree := by
      intro n hn
      have t1 := Polynomial.mem_support_iff.mp hn
      rw [Polynomial.coeff_derivative] at t1
      have t2 := Polynomial.le_natDegree_of_ne_zero (left_ne_zero_of_mul t1)
      exact Finset.mem_range.mpr (by omega)
    have s2 : u.support ⊆ Finset.range (u.natDegree + 1) := by
      intro n hn
      have t2 := Polynomial.le_natDegree_of_ne_zero (Polynomial.mem_support_iff.mp hn)
      exact Finset.mem_range.mpr (by omega)
    -- shift the summation index and use (n+1)! = (n+1) n!
    rw [bargmann_eq_sum _ v _ s1, bargmann_eq_sum u _ _ s2,
      Finset.sum_range_succ' _ u.natDegree]
    simp only [Polynomial.mul_coeff_zero, Polynomial.coeff_X_zero, zero_mul, mul_zero, add_zero,
      Polynomial.coeff_X_mul, Polynomial.coeff_derivative]
    refine Finset.sum_congr rfl fun n _ => ?_
    simp only [map_mul, map_add, map_natCast, map_one, Nat.factorial_succ, Nat.cast_mul,
      Nat.cast_add, Nat.cast_one]
    ring
  · rw [Polynomial.derivative_mul, Polynomial.derivative_X, one_mul]
    ring
  · have s1 : (1 : ℂ[X]).support ⊆ {0} := by
      intro n hn
      have t2 := Polynomial.le_natDegree_of_ne_zero (Polynomial.mem_support_iff.mp hn)
      rw [Polynomial.natDegree_one] at t2
      exact Finset.mem_singleton.mpr (by omega)
    rw [bargmann_eq_sum 1 1 {0} s1]
    simp

/-- The Bargmann form as a positive definite inner product on complex polynomials. -/
@[reducible] def bargmannCore : InnerProductSpace.Core ℂ ℂ[X] where
  inner := bargmann
  conj_inner_symm := fun p q => by
    show conj (bargmann q p) = bargmann p q
    rw [bargmann_eq_sum q p (p.support ∪ q.support) Finset.subset_union_right,
      bargmann_eq_sum p q (p.support ∪ q.support) Finset.subset_union_left, map_sum]
    refine Finset.sum_congr rfl fun n _ => ?_
    simp only [map_mul, map_natCast, Complex.conj_conj]
    ring
  re_inner_nonneg := fun p => by
    show 0 ≤ (bargmann p p).re
    have key : bargmann p p
        = ((∑ n ∈ p.support, (n.factorial : ℝ) * Complex.normSq (p.coeff n) : ℝ) : ℂ) := by
      unfold bargmann
      rw [Complex.ofReal_sum]
      refine Finset.sum_congr rfl fun n _ => ?_
      rw [Complex.ofReal_mul, Complex.normSq_eq_conj_mul_self, Complex.ofReal_natCast]
    rw [key, Complex.ofReal_re]
    exact Finset.sum_nonneg fun n _ => mul_nonneg (Nat.cast_nonneg _) (Complex.normSq_nonneg _)
  add_left := fun p q s => by
    show bargmann (p + q) s = bargmann p s + bargmann q s
    rw [bargmann_eq_sum (p + q) s (p.support ∪ q.support) Polynomial.support_add,
      bargmann_eq_sum p s (p.support ∪ q.support) Finset.subset_union_left,
      bargmann_eq_sum q s (p.support ∪ q.support) Finset.subset_union_right,
      ← Finset.sum_add_distrib]
    refine Finset.sum_congr rfl fun n _ => ?_
    simp only [Polynomial.coeff_add, map_add]
    ring
  smul_left := fun p q k => by
    show bargmann (k • p) q = conj k * bargmann p q
    rw [bargmann_eq_sum (k • p) q p.support (Polynomial.support_smul k p)]
    unfold bargmann
    rw [Finset.mul_sum]
    refine Finset.sum_congr rfl fun n _ => ?_
    simp only [Polynomial.coeff_smul, smul_eq_mul, map_mul]
    ring
  definite := fun p h => by
    change bargmann p p = 0 at h
    have key : bargmann p p
        = ((∑ n ∈ p.support, (n.factorial : ℝ) * Complex.normSq (p.coeff n) : ℝ) : ℂ) := by
      unfold bargmann
      rw [Complex.ofReal_sum]
      refine Finset.sum_congr rfl fun n _ => ?_
      rw [Complex.ofReal_mul, Complex.normSq_eq_conj_mul_self, Complex.ofReal_natCast]
    rw [key, Complex.ofReal_eq_zero] at h
    have hall := (Finset.sum_eq_zero_iff_of_nonneg
      (fun n _ => mul_nonneg (Nat.cast_nonneg _) (Complex.normSq_nonneg _))).mp h
    apply Polynomial.ext
    intro n
    rw [Polynomial.coeff_zero]
    by_contra hn
    rcases mul_eq_zero.mp (hall n (Polynomial.mem_support_iff.mpr hn)) with h1 | h1
    · exact Nat.factorial_ne_zero n (by exact_mod_cast h1)
    · exact hn (Complex.normSq_eq_zero.mp h1)

/-- The norm on complex polynomials induced by the Bargmann inner product. -/
instance bargmannNorm : NormedAddCommGroup ℂ[X] :=
  @InnerProductSpace.Core.toNormedAddCommGroup ℂ ℂ[X] _ _ _ bargmannCore

/-- Complex polynomials as an inner product space with the Bargmann inner product. -/
instance bargmannInner : InnerProductSpace ℂ ℂ[X] :=
  InnerProductSpace.ofCore _

/-- On polynomials with the Bargmann inner product, the transforms `a`, `b` of `d/dz` and `z`
with parameter `-r` form a ladder pair, and the constant polynomial one is a unit vector
annihilated by `a cosh r + b sinh r`. -/
theorem squeezed_vacuum_witness (r : ℝ) :
    IsLadderPair (V := ℂ[X]) (bogoliubov (V := ℂ[X]) lower raise (-r))
        (bogoliubov (V := ℂ[X]) raise lower (-r)) ∧
      ‖(1 : ℂ[X])‖ = 1 ∧
      bogoliubov (V := ℂ[X]) (bogoliubov (V := ℂ[X]) lower raise (-r))
        (bogoliubov (V := ℂ[X]) raise lower (-r)) r (1 : ℂ[X]) = 0 := by
  have hp : IsLadderPair (V := ℂ[X]) lower raise :=
    ⟨fun u v => bargmann_ladder.1 u v, LinearMap.ext fun u => bargmann_ladder.2.1 u⟩
  refine ⟨hp.transform (-r), ?_, ?_⟩
  · have h11 : ⟪(1 : ℂ[X]), (1 : ℂ[X])⟫_ℂ = 1 := bargmann_ladder.2.2
    have h2 : ‖(1 : ℂ[X])‖ ^ 2 = 1 := by
      have t := inner_self_eq_norm_sq (𝕜 := ℂ) (1 : ℂ[X])
      rw [h11] at t
      exact t.symm.trans (by simp)
    exact (sq_eq_sq₀ (norm_nonneg _) zero_le_one).mp (h2.trans (one_pow 2).symm)
  · -- the two transformations cancel and leave d/dz
    rw [(bogoliubov_comp (V := ℂ[X]) lower raise).1, add_neg_cancel,
      (bogoliubov_comp (V := ℂ[X]) lower raise).2]
    exact Polynomial.derivative_one (R := ℂ)

end

end SqueezedVacuum
```

```lean
#print axioms SqueezedVacuum.squeezed_vacuum_correlations
#print axioms SqueezedVacuum.squeezed_vacuum_iff
```

```
'SqueezedVacuum.squeezed_vacuum_correlations' depends on axioms: [propext, Classical.choice, Quot.sound]
'SqueezedVacuum.squeezed_vacuum_iff' depends on axioms: [propext, Classical.choice, Quot.sound]
```

## What the Lean statement says

`V` is a complex inner product space, not necessarily complete: a common invariant domain for the operators, which are linear maps `Module.End ℂ V`. `IsLadderPair a b` assumes adjointness and the commutator; `expval w A` is $\langle w,Aw\rangle$. Units are dimensionless, with $\hbar=1$.

`squeezed_vacuum_moments` assumes $w$ exists. `squeezed_vacuum_witness` shows that its hypotheses are satisfiable for every $r$, using polynomials and a pair chosen to suit $r$; it does not construct $w$ for a prescribed pair.

For one mode of light and real $r$, this describes an ideal, pure squeezed vacuum, without displacement or loss: when $r>0$, the noise in $x$ lies below the vacuum level. The second moments are variances because `squeezed_vacuum_correlations` gives zero means.

## How the proof runs

`IsLadderPair.transform` establishes the new pair, `vacuum_moments` its moments, and `quadrature_scaling` the exponentials. `bogoliubov_comp` adds parameters, so applying $-r$ recovers $a$ and $b$.

The commutator step turns on `linear_combination (norm := module)`. Operators do not commute, so `ring` is unavailable. After $ab$ is rewritten as $ba+1$, `module` compares scalar coefficients of operator products, while `hcs • (1 : Module.End ℂ V)` supplies $\cosh^2r-\sinh^2r=1$.

The transformed pair also gives a converse, `squeezed_vacuum_iff`. The two stated second moments, taken about zero and not about the means, imply $1=\langle cd+dc\rangle=2\langle dc\rangle+1$, so $\|cw\|^2=\langle dc\rangle=0$.
